# The Gaussian kernel exp(−a(x²+y²)+2bxy) with |b| < a has Hermite–Gaussian eigenfunctions with eigenvalues in geometric progression

When a one-particle density matrix is diagonalised on a grid or in a truncated basis, the smallest occupation numbers can be lost in the numerical error. Comparison with known exact values measures that error directly. A Gaussian kernel supplies such values. It arises, up to normalisation, as the spatial one-particle reduced density matrix of two identical, harmonically coupled particles in a one-dimensional harmonic trap, in the lowest state with a symmetric spatial wavefunction (for two electrons, the singlet ground state). The result therefore gives a test case for natural-orbital codes within that solvable model.

```lean
import Mathlib

open MeasureTheory Polynomial

namespace GaussianNaturalOrbitals

noncomputable section
```

## The kernel and its parameters

The kernel is a real function of two positions,
$$G(x,y)=e^{-a(x^2+y^2)+2bxy},\qquad |b|<a .$$
The condition on $b$ makes the Gaussian decay in every direction of the $(x,y)$ plane. It includes the case $a>b>0$ of two coupled particles; $b=0$ is the uncoupled product state. For $b<0$ the theorems still hold, but some eigenvalues are negative and $G$ is no density matrix.

```lean
/-- The Gaussian kernel `G(x,y) = exp(-a(x²+y²) + 2bxy)`. -/
def gaussKernel (a b x y : ℝ) : ℝ := Real.exp (-a * (x ^ 2 + y ^ 2) + 2 * b * x * y)
```

Three derived numbers carry the solution. The first is the orbital exponent $c=\sqrt{a^2-b^2}$, called `width` although a larger $c$ means a narrower orbital.

```lean
/-- The orbital exponent `c = √(a² - b²)`, for `|b| < a`. -/
def width (a b : ℝ) : ℝ := √(a ^ 2 - b ^ 2)
```

The second is the ratio $q=b/(a+c)$ of successive eigenvalues.

```lean
/-- The ratio `q = b / (a + c)`, for `|b| < a`. -/
def ratio (a b : ℝ) : ℝ := b / (a + width a b)
```

The third is the eigenvalue of the lowest orbital, $s=\sqrt{\pi/(a+c)}$.

```lean
/-- The number `s = √(π / (a + c))`, for `|b| < a`. -/
def topEigenvalue (a b : ℝ) : ℝ := √(Real.pi / (a + width a b))
```

The polynomials are defined by $H_0=1$ and $H_{n+1}=4cxH_n-H_n'$, so $H_1=4cx$. They are the physicists' Hermite polynomials in the variable $\sqrt{2c}\,x$, multiplied by $(2c)^{n/2}$.

```lean
/-- Hermite polynomials in scaled form, built by `H₀ = 1` and `Hₙ₊₁ = 4cx Hₙ - Hₙ'`. -/
def hermitePoly (c : ℝ) : ℕ → ℝ[X]
  | 0 => 1
  | n + 1 => C (4 * c) * X * hermitePoly c n - derivative (hermitePoly c n)
```

The orbitals $H_n(x)e^{-cx^2}$ are left unnormalised, which does not affect their eigenvalues.

```lean
/-- The `n`-th orbital `Hₙ(x) exp(-cx²)`. -/
def orbital (a b : ℝ) (n : ℕ) (x : ℝ) : ℝ :=
  (hermitePoly (width a b) n).eval x * Real.exp (-width a b * x ^ 2)
```

For a polynomial $p$, write $M(p)=\int p(y)\,e^{-\alpha(y-m)^2}dy$ for its integral against a Gaussian centred at $m$.

```lean
/-- The integral of a polynomial against the Gaussian `exp(-α(y-m)²)`, for `α > 0`. -/
def gaussMoment (α m : ℝ) (p : ℝ[X]) : ℝ :=
  ∫ y : ℝ, p.eval y * Real.exp (-α * (y - m) ^ 2)
```

By definition $(a+c)q=b$. Squaring gives $(a+c)^2q^2=b^2=(a+c)(a-c)$, hence $(a+c)q^2=a-c$. If $|q|\ge1$, this would give $a-c\ge a+c$, contradicting $c>0$; so $|q|<1$.

```lean
/-- The relations between the kernel parameters `a`, `b` and the derived `c`, `q`. -/
theorem parameter_relations {a b : ℝ} (h : |b| < a) :
    0 < width a b ∧ 0 < a + width a b ∧ (a + width a b) * ratio a b = b ∧
      (a + width a b) * ratio a b ^ 2 = a - width a b ∧ |ratio a b| < 1 := by
  have hb := abs_lt.mp h
  have ha : 0 < a := lt_of_le_of_lt (abs_nonneg b) h
  have hp : 0 < a ^ 2 - b ^ 2 := by
    have := mul_pos (sub_pos.2 hb.2) (by linarith [hb.1] : 0 < a + b)
    nlinarith
  have hc : 0 < width a b := Real.sqrt_pos.2 hp
  have hc2 : width a b ^ 2 = a ^ 2 - b ^ 2 := Real.sq_sqrt hp.le
  have hs : 0 < a + width a b := add_pos ha hc
  have h1 : (a + width a b) * ratio a b = b := mul_div_cancel₀ b hs.ne'
  have h2 : (a + width a b) * ratio a b ^ 2 = a - width a b := by
    apply mul_left_cancel₀ hs.ne'
    linear_combination ((a + width a b) * ratio a b + b) * h1 + hc2
  refine ⟨hc, hs, h1, h2, (sq_lt_one_iff_abs_lt_one _).1 ?_⟩
  by_contra hq
  have := mul_le_mul_of_nonneg_left (not_lt.1 hq) hs.le
  linarith
```

## Completing the square

Multiply the kernel by $e^{-cy^2}$ and collect the exponent:
$$-ax^2-(a+c)y^2+2(a+c)q\,xy=-(a+c)(y-qx)^2+\big[(a+c)q^2-a\big]x^2 .$$
The bracket equals $-c$. Applying the kernel to an orbital therefore integrates its polynomial against a Gaussian centred at $qx$ and multiplies the result by $e^{-cx^2}$. In the code, `linear_combination` checks this identity from the two parameter relations.

```lean
/-- Completing the square: the kernel times `exp(-cy²)` is `exp(-cx²)` times a Gaussian in `y`
centred at `qx`. -/
theorem complete_square {a b : ℝ} (h : |b| < a) (x y : ℝ) :
    gaussKernel a b x y * Real.exp (-width a b * y ^ 2) =
      Real.exp (-width a b * x ^ 2) *
        Real.exp (-(a + width a b) * (y - ratio a b * x) ^ 2) := by
  obtain ⟨-, -, h1, h2, -⟩ := parameter_relations h
  unfold gaussKernel
  rw [← Real.exp_add, ← Real.exp_add]
  congr 1
  linear_combination (-2 * x * y) * h1 + x ^ 2 * h2
```

## Gaussian moments by parts

A polynomial times a shifted Gaussian is integrable: shift the centre to zero and treat each monomial separately. This matters because Lean assigns the value zero to the integral of a non-integrable function.

```lean
/-- A polynomial times a shifted Gaussian is integrable. -/
theorem integrable_poly_gauss {α : ℝ} (hα : 0 < α) (m : ℝ) (p : ℝ[X]) :
    Integrable (fun y : ℝ => p.eval y * Real.exp (-α * (y - m) ^ 2)) := by
  have key : ∀ r : ℝ[X], Integrable (fun z : ℝ => r.eval z * Real.exp (-α * z ^ 2)) := by
    intro r
    induction r using Polynomial.induction_on' with
    | add p q hp hq =>
      refine (hp.add hq).congr (Filter.Eventually.of_forall fun z => ?_)
      simp only [Pi.add_apply, eval_add, add_mul]
    | monomial n t =>
      have hn : (-1 : ℝ) < (n : ℝ) := by linarith [(Nat.cast_nonneg n : (0 : ℝ) ≤ n)]
      refine ((integrable_rpow_mul_exp_neg_mul_sq hα hn).const_mul t).congr
        (Filter.Eventually.of_forall fun z => ?_)
      simp only [eval_monomial, Real.rpow_natCast, mul_assoc]
  refine ((key (p.comp (X + C m))).comp_sub_right m).congr
    (Filter.Eventually.of_forall fun y => ?_)
  simp only [eval_comp, eval_add, eval_X, eval_C, sub_add_cancel]
```

The integral of the total derivative of $p\,e^{-\alpha(y-m)^2}$ vanishes, so $M(p')=2\alpha M((y-m)p)$. Let $k\alpha=2c$. Splitting $4cy=4cm+2k\alpha(y-m)$ gives
$$M(4cyp-p')=4cm\,M(p)+(k-1)M(p').$$
The vanishing integral is `hzero`, and the `calc` block performs the splitting.

```lean
/-- Integration by parts gives the Gaussian moment of `4cx p - p'` in terms of those of
`p` and `p'`. -/
theorem moment_raise {α c k : ℝ} (hα : 0 < α) (hk : k * α = 2 * c) (m : ℝ) (p : ℝ[X]) :
    gaussMoment α m (C (4 * c) * X * p - derivative p) =
      4 * c * m * gaussMoment α m p + (k - 1) * gaussMoment α m (derivative p) := by
  have hI := integrable_poly_gauss hα m
  -- the integral of a total derivative vanishes
  have hzero : ∫ y : ℝ, (derivative p - C (2 * α) * ((X - C m) * p)).eval y *
      Real.exp (-α * (y - m) ^ 2) = 0 := by
    refine integral_eq_zero_of_hasDerivAt_of_integrable
      (f := fun y : ℝ => p.eval y * Real.exp (-α * (y - m) ^ 2)) (fun y => ?_) (hI _) (hI p)
    have h2 := ((((hasDerivAt_id' y).sub_const m).fun_pow 2).const_mul (-α)).exp
    refine ((p.hasDerivAt y).fun_mul h2).congr_deriv ?_
    simp only [eval_sub, eval_mul, eval_C, eval_X]
    norm_num
    ring
  have hA : Integrable (fun y : ℝ =>
      4 * c * m * (p.eval y * Real.exp (-α * (y - m) ^ 2)) +
      (k - 1) * ((derivative p).eval y * Real.exp (-α * (y - m) ^ 2))) :=
    ((hI p).const_mul _).add ((hI _).const_mul _)
  unfold gaussMoment
  calc _ = ∫ y : ℝ, ((4 * c * m * (p.eval y * Real.exp (-α * (y - m) ^ 2)) +
        (k - 1) * ((derivative p).eval y * Real.exp (-α * (y - m) ^ 2))) -
        k * ((derivative p - C (2 * α) * ((X - C m) * p)).eval y *
          Real.exp (-α * (y - m) ^ 2))) := by
        congr 1
        ext y
        simp only [eval_sub, eval_mul, eval_C, eval_X]
        linear_combination (-2 * (y - m) * p.eval y * Real.exp (-α * (y - m) ^ 2)) * hk
    _ = _ := by
        rw [integral_sub hA ((hI _).const_mul k),
          integral_add ((hI p).const_mul _) ((hI _).const_mul _),
          integral_const_mul, integral_const_mul, integral_const_mul, hzero]
        ring
```

## The induction on the Hermite index

Differentiation lowers the index: $H_{n+1}'=4c(n+1)H_n$. For $n=0$ both sides are $4c$. If the rule holds at $n$, then
$$H_{n+2}'=4cH_{n+1}+4cxH_{n+1}'-H_{n+1}''=4cH_{n+1}+4c(n+1)\,(4cxH_n-H_n')=4c(n+2)H_{n+1}.$$

```lean
/-- The derivative lowers the index: `Hₙ₊₁' = 4c(n+1) Hₙ`. -/
theorem derivative_hermitePoly (c : ℝ) (n : ℕ) :
    derivative (hermitePoly c (n + 1)) = C (4 * c * ((n : ℝ) + 1)) * hermitePoly c n := by
  induction n with
  | zero => simp [hermitePoly]
  | succ n ih =>
    have e : hermitePoly c (n + 1 + 1) =
      C (4 * c) * X * hermitePoly c (n + 1) - derivative (hermitePoly c (n + 1)) := rfl
    have e1 : hermitePoly c (n + 1) =
      C (4 * c) * X * hermitePoly c n - derivative (hermitePoly c n) := rfl
    have hC : C (4 * c * (((n + 1 : ℕ) : ℝ) + 1)) =
        C (4 * c * ((n : ℝ) + 1)) + C (4 * c) := by
      rw [← C_add]
      congr 1
      push_cast
      ring
    rw [e, derivative_sub, derivative_mul, derivative_mul, derivative_C, derivative_X, ih,
      derivative_mul, derivative_C, hC]
    linear_combination (-C (4 * c * ((n : ℝ) + 1))) * e1
```

Now set $\alpha=a+c$ and $m=qx$. Then $k=1-q^2$, because $(1-q^2)(a+c)=2c$. Two statements are proved together:
$$M(H_n)=s\,q^nH_n(x),\qquad q\,M(H_n')=s\,q^nH_n'(x).$$
At $n=0$ the first is the Gaussian integral and the second reads $0=0$. For the step,
$$M(H_{n+1})=4cqx\,M(H_n)-q^2M(H_n')=s\,q^{n+1}\big(4cxH_n(x)-H_n'(x)\big),$$
which is $s\,q^{n+1}H_{n+1}(x)$. The second statement follows from the derivative rule. Its factor $q$ on the left avoids a division that would fail at $b=0$.

```lean
/-- The Gaussian integral of `Hₙ` about `qx` is `s qⁿ Hₙ(x)`, and a matching relation holds
for `Hₙ'`. -/
theorem moment_hermitePoly {a b : ℝ} (h : |b| < a) (x : ℝ) (n : ℕ) :
    gaussMoment (a + width a b) (ratio a b * x) (hermitePoly (width a b) n) =
        topEigenvalue a b * ratio a b ^ n * (hermitePoly (width a b) n).eval x ∧
      ratio a b * gaussMoment (a + width a b) (ratio a b * x)
          (derivative (hermitePoly (width a b) n)) =
        topEigenvalue a b * ratio a b ^ n *
          (derivative (hermitePoly (width a b) n)).eval x := by
  obtain ⟨-, hs, -, h2, -⟩ := parameter_relations h
  induction n with
  | zero =>
    constructor
    · simp only [hermitePoly, gaussMoment, eval_one, one_mul, pow_zero, mul_one]
      rw [integral_sub_right_eq_self
        (fun z : ℝ => Real.exp (-(a + width a b) * z ^ 2)) (ratio a b * x), integral_gaussian]
      rfl
    · simp [hermitePoly, gaussMoment]
  | succ n ih =>
    constructor
    · have hk : (1 - ratio a b ^ 2) * (a + width a b) = 2 * width a b := by
        linear_combination -h2
      have hr := moment_raise hs hk (ratio a b * x) (hermitePoly (width a b) n)
      simp only [hermitePoly, eval_sub, eval_mul, eval_C, eval_X]
      linear_combination hr + 4 * width a b * ratio a b * x * ih.1 - ratio a b * ih.2
    · have hM : ∀ t : ℝ, gaussMoment (a + width a b) (ratio a b * x)
          (C t * hermitePoly (width a b) n) =
          t * gaussMoment (a + width a b) (ratio a b * x) (hermitePoly (width a b) n) := by
        intro t
        simp only [gaussMoment, eval_mul, eval_C, mul_assoc]
        rw [integral_const_mul]
      rw [derivative_hermitePoly, hM, ih.1, eval_mul, eval_C]
      ring
```

## The eigenvalue equation

Combining the square with the moments gives, for every natural number $n$ and every real $x$,
$$\int G(x,y)\,H_n(y)e^{-cy^2}dy=s\,q^n\,H_n(x)e^{-cx^2}.$$
The theorem also states that the orbital is not the zero function. If $H_{n+1}$ were zero, so would be its derivative and hence $H_n$, and so on down to $H_0=1$.

The statement concerns explicit functions and the Lebesgue integral over $y$. It does not say that the orbitals are complete, so it does not exclude further eigenvalues.

```lean
/-- Each orbital `Hₙ(x) exp(-cx²)` is a nonzero eigenfunction of the Gaussian kernel, with
eigenvalue `s qⁿ`. -/
theorem natural_orbitals {a b : ℝ} (h : |b| < a) (n : ℕ) :
    orbital a b n ≠ 0 ∧ ∀ x : ℝ, ∫ y : ℝ, gaussKernel a b x y * orbital a b n y =
      topEigenvalue a b * ratio a b ^ n * orbital a b n x := by
  have hc := (parameter_relations h).1
  constructor
  · have hH : hermitePoly (width a b) n ≠ 0 := by
      induction n with
      | zero => exact one_ne_zero
      | succ n ih =>
        intro h0
        have hd := derivative_hermitePoly (width a b) n
        rw [h0, derivative_zero] at hd
        exact mul_ne_zero (C_ne_zero.2 (by positivity)) ih hd.symm
    intro h0
    apply hH
    apply Polynomial.funext
    intro x
    simpa [orbital, Real.exp_ne_zero] using congrFun h0 x
  · intro x
    have e : ∀ y : ℝ, gaussKernel a b x y * orbital a b n y =
        Real.exp (-width a b * x ^ 2) * ((hermitePoly (width a b) n).eval y *
          Real.exp (-(a + width a b) * (y - ratio a b * x) ^ 2)) := by
      intro y
      unfold orbital
      linear_combination ((hermitePoly (width a b) n).eval y) * complete_square h x y
    have hm := (moment_hermitePoly h x n).1
    unfold gaussMoment at hm
    simp only [e]
    rw [integral_const_mul, hm]
    unfold orbital
    ring
```

The cases $n=0$ and $n=1$, the latter divided by $4c$, are the functions $e^{-cx^2}$ and $xe^{-cx^2}$, with eigenvalues $s$ and $qs$.

```lean
/-- The functions `exp(-cx²)` and `x exp(-cx²)` satisfy the eigenvalue equation with
eigenvalues `s` and `qs`. -/
theorem first_two_orbitals {a b : ℝ} (h : |b| < a) (x : ℝ) :
    (∫ y : ℝ, gaussKernel a b x y * Real.exp (-width a b * y ^ 2) =
      topEigenvalue a b * Real.exp (-width a b * x ^ 2)) ∧
    (∫ y : ℝ, gaussKernel a b x y * (y * Real.exp (-width a b * y ^ 2)) =
      ratio a b * topEigenvalue a b * (x * Real.exp (-width a b * x ^ 2))) := by
  have hc := (parameter_relations h).1
  constructor
  · simpa only [orbital, hermitePoly, eval_one, one_mul, pow_zero, mul_one] using
      (natural_orbitals h 0).2 x
  · have e : ∀ y : ℝ, orbital a b 1 y =
        4 * width a b * (y * Real.exp (-width a b * y ^ 2)) := by
      intro y
      have e1 : hermitePoly (width a b) 1 =
        C (4 * width a b) * X * 1 - derivative 1 := rfl
      simp only [orbital, e1, eval_sub, eval_mul, eval_C, eval_X, eval_one, derivative_one,
        eval_zero]
      ring
    have h1 := (natural_orbitals h 1).2 x
    simp only [e] at h1
    have e2 : ∫ y : ℝ, gaussKernel a b x y *
        (4 * width a b * (y * Real.exp (-width a b * y ^ 2))) =
        4 * width a b * ∫ y : ℝ, gaussKernel a b x y *
          (y * Real.exp (-width a b * y ^ 2)) := by
      rw [← integral_const_mul]
      congr 1
      ext y
      ring
    rw [e2] at h1
    apply mul_left_cancel₀ (by positivity : 4 * width a b ≠ 0)
    linear_combination h1
```

## Normalisation and the sum of the eigenvalues

On the diagonal $G(x,x)=e^{-2(a-b)x^2}$, with integral $\sqrt{\pi/(2(a-b))}$. Since
$$(1-q)^2(a+c)=(a+c)-2b+(a-c)=2(a-b),$$
taking roots with $1-q>0$ gives $s=(1-q)\int G(x,x)\,dx$.

```lean
/-- The number `s` equals `1 - q` times the integral of the diagonal `G(x,x)`. -/
theorem topEigenvalue_eq {a b : ℝ} (h : |b| < a) :
    topEigenvalue a b = (1 - ratio a b) * ∫ x : ℝ, gaussKernel a b x x := by
  obtain ⟨-, hs, h1, h2, hq⟩ := parameter_relations h
  have hpos : 0 < 1 - ratio a b := sub_pos.2 (abs_lt.1 hq).2
  have hk : ∀ x : ℝ, gaussKernel a b x x = Real.exp (-(2 * (a - b)) * x ^ 2) := by
    intro x
    unfold gaussKernel
    congr 1
    ring
  have key : (1 - ratio a b) ^ 2 * (a + width a b) = 2 * (a - b) := by
    linear_combination -2 * h1 + h2
  have e : Real.pi / (a + width a b) =
      (1 - ratio a b) ^ 2 * (Real.pi / (2 * (a - b))) := by
    rw [← key, ← mul_div_assoc, mul_div_mul_left _ _ (pow_ne_zero 2 hpos.ne')]
  simp only [hk]
  rw [integral_gaussian, topEigenvalue, e, Real.sqrt_mul (sq_nonneg _), Real.sqrt_sq hpos.le]
```

The geometric series then gives $\sum_n s\,q^n=s/(1-q)=\int G(x,x)\,dx$; `HasSum` states both convergence and this value. For $b\ge0$, dividing $G$ by its diagonal integral gives a density matrix of unit trace, in which the listed orbitals have occupations $(1-q)q^n$. If the trace is set to the particle number 2 instead, each occupation doubles.

Take $a=5$, $b=3$. Then $c=4$, $q=1/3$ and $s=\sqrt{\pi/9}=\sqrt\pi/3$. The diagonal integral is $\sqrt{\pi/4}=\sqrt\pi/2$, and $(1-\tfrac13)\sqrt\pi/2=\sqrt\pi/3$, as required. The normalised occupations are $2/3,\ 2/9,\ 2/27,\dots$, with sum 1.

```lean
/-- The eigenvalues `s qⁿ` sum to the integral of the diagonal `G(x,x)`. -/
theorem eigenvalues_sum_to_trace {a b : ℝ} (h : |b| < a) :
    HasSum (fun n : ℕ => topEigenvalue a b * ratio a b ^ n)
      (∫ x : ℝ, gaussKernel a b x x) := by
  obtain ⟨-, -, -, -, hq⟩ := parameter_relations h
  have hne : 1 - ratio a b ≠ 0 := (sub_pos.2 (abs_lt.1 hq).2).ne'
  have e : topEigenvalue a b * (1 - ratio a b)⁻¹ = ∫ x : ℝ, gaussKernel a b x x := by
    rw [← div_eq_mul_inv, div_eq_iff hne, topEigenvalue_eq h, mul_comm]
  rw [← e]
  exact (hasSum_geometric_of_abs_lt_one hq).mul_left _

end

end GaussianNaturalOrbitals
```

```lean
#print axioms GaussianNaturalOrbitals.natural_orbitals
-- 'GaussianNaturalOrbitals.natural_orbitals' depends on axioms: [propext, Classical.choice, Quot.sound]
#print axioms GaussianNaturalOrbitals.first_two_orbitals
-- 'GaussianNaturalOrbitals.first_two_orbitals' depends on axioms: [propext, Classical.choice, Quot.sound]
#print axioms GaussianNaturalOrbitals.eigenvalues_sum_to_trace
-- 'GaussianNaturalOrbitals.eigenvalues_sum_to_trace' depends on axioms: [propext, Classical.choice, Quot.sound]
```
